# At nonreal energy z, the resolvent of a finite Hermitian matrix is bounded by 1/|Im z|

Take a single level with real energy $h$. At a complex energy $z=a+ib$, with $a,b$ real, the distance to the level obeys

$$|z-h|^2=(a-h)^2+b^2\ \ge\ b^2 .$$

The real number $h$ can cancel $a$, but never $ib$. A Hermitian matrix behaves in the same way.

Let $H$ be a finite Hermitian matrix and $\|\cdot\|$ the Euclidean norm. Then $\|(z-H)x\|\ge|b|\,\|x\|$ for every vector $x$. If $b\neq0$, then $z-H$ is invertible, and $G(z)=(z-H)^{-1}$ satisfies $\|G(z)y\|\le\|y\|/|b|$ for every $y$.

## Real and imaginary energy add in quadrature

Since $H^\dagger=H$, we have $(x^\dagger Hx)^*=x^\dagger H^\dagger x=x^\dagger Hx$, so $x^\dagger Hx$, which for normalised $x$ is the expectation value of $H$, is real. Put $u=(a-H)x$, so that $(z-H)x=u+ibx$. Then

$$\|(z-H)x\|^2=\|u\|^2+b^2\|x\|^2+2\,\mathrm{Re}(ib\,u^\dagger x).$$

Here $u^\dagger x=a\|x\|^2-x^\dagger Hx$ is real, so the last term vanishes. Dropping $\|u\|^2$ gives the lower bound.

If $b\ne0$ and $(z-H)x=0$, the bound forces $x=0$. A square matrix with trivial kernel is invertible. Setting $x=G(z)y$ in the lower bound gives $|b|\,\|G(z)y\|\le\|y\|$.

Equality holds exactly when $(a-H)x=0$ for this $x$. Because $a-H$ commutes with the invertible matrix $z-H$, and $(z-H)x=y$, that is equivalent to $(a-H)y=0$, or $Hy=ay$.

For a second nonreal energy $w$,

$$G(z)-G(w)=G(z)\,[(w-H)-(z-H)]\,G(w)=(w-z)\,G(z)G(w).$$

Applying the resolvent bound twice yields $\|(G(z)-G(w))y\|\le|z-w|\,\|y\|/(|\mathrm{Im}\,z|\,|\mathrm{Im}\,w|)$, even when $z$ and $w$ lie in opposite half planes.

## Two sites at z = 1 + 2i

Let $H=\begin{pmatrix}0&1\\1&0\end{pmatrix}$ and $z=1+2i$, so the bound is $\|y\|/2$. The inverse is

$$G(z)=\frac{1}{z^2-1}\begin{pmatrix}z&1\\1&z\end{pmatrix},\qquad z^2-1=-4+4i .$$

For $y=(1,0)$ the norm of $G(z)y$ is $\sqrt6/(4\sqrt2)=\sqrt3/4\approx0.433$, below $0.5$. For $y=(1,1)/\sqrt2$ we have $Hy=y=(\mathrm{Re}\,z)\,y$ and $G(z)y=y/(2i)$, whose norm is exactly $0.5$.

## States, shifted Hamiltonian and resolvent in Lean

The finite type `n` labels an orthonormal basis, and a state is a function `n → ℂ`, not necessarily normalised.

```lean
import Mathlib

open Matrix

namespace HermitianResolventBound

noncomputable section

variable {n : Type*} [Fintype n]
```

The norm is taken in `EuclideanSpace`, because the default norm on functions is the largest modulus of a component.

```lean
/-- The Euclidean norm of a state vector with complex amplitudes `x i`. -/
def stateNorm (x : n → ℂ) : ℝ := ‖(WithLp.toLp 2 x : EuclideanSpace ℂ n)‖
```

In the next theorem, `star x ⬝ᵥ (H *ᵥ x)` is $x^\dagger Hx$. The proof shows that it equals its own conjugate, using `hH.eq` for $H^\dagger=H$.

```lean
/-- For Hermitian `H` and any vector `x`, normalised or not, the number `x†Hx` is real. -/
theorem expectation_im_eq_zero {H : Matrix n n ℂ} (hH : H.IsHermitian) (x : n → ℂ) :
    (star x ⬝ᵥ (H *ᵥ x)).im = 0 := by
  have h : star (star x ⬝ᵥ (H *ᵥ x)) = star x ⬝ᵥ (H *ᵥ x) := by
    calc star (star x ⬝ᵥ (H *ᵥ x)) = star (H *ᵥ x) ⬝ᵥ x :=
          (Matrix.star_dotProduct _ _).symm
      _ = star x ⬝ᵥ (H *ᵥ x) := by
          rw [Matrix.star_mulVec, hH.eq, ← Matrix.dotProduct_mulVec]
  exact Complex.conj_eq_iff_im.mp h
```

The energy $z$ multiplies the identity matrix.

```lean
variable [DecidableEq n]

/-- The matrix `z - H` for a complex energy `z`. -/
def shift (H : Matrix n n ℂ) (z : ℂ) : Matrix n n ℂ := z • (1 : Matrix n n ℂ) - H
```

Lean's matrix inverse is defined as zero for a singular matrix, so the results on `green` assume a nonzero imaginary part.

```lean
/-- The resolvent `G(z) = (z - H)⁻¹`, meaningful where `z - H` is invertible. -/
def green (H : Matrix n n ℂ) (z : ℂ) : Matrix n n ℂ := (shift H z)⁻¹

/-- The matrix `z - H` sends a state `x` to `z x - H x`. -/
theorem shift_mulVec (H : Matrix n n ℂ) (z : ℂ) (x : n → ℂ) :
    shift H z *ᵥ x = z • x - H *ᵥ x := by
  rw [shift, Matrix.sub_mulVec, Matrix.smul_mulVec, Matrix.one_mulVec]
```

## The exact identity and the lower bound

The identity is proved component by component. `hi` expands each squared modulus, leaving a cross term proportional to $\mathrm{Im}(x_i^*(Hx)_i)$. A single term need not vanish, but the sum of these terms does, by `h0`.

```lean
/-- For Hermitian `H`, the real and imaginary parts of the energy contribute separately:
`‖(z - H)x‖² = ‖(Re z - H)x‖² + (Im z)² ‖x‖²`. -/
theorem stateNorm_shift_sq {H : Matrix n n ℂ} (hH : H.IsHermitian) (z : ℂ) (x : n → ℂ) :
    stateNorm (shift H z *ᵥ x) ^ 2 =
      stateNorm (shift H (z.re : ℂ) *ᵥ x) ^ 2 + z.im ^ 2 * stateNorm x ^ 2 := by
  have hN : ∀ v : n → ℂ, stateNorm v ^ 2 = ∑ i, ‖v i‖ ^ 2 :=
    fun v => EuclideanSpace.norm_sq_eq _
  -- the cross terms add up to a multiple of the imaginary part of `x†Hx`, which is zero
  have h0 : ∑ i, (star (x i) * (H *ᵥ x) i).im = 0 := by
    simpa only [dotProduct, Complex.im_sum, Pi.star_apply] using expectation_im_eq_zero hH x
  have hi : ∀ i, ‖(z • x - H *ᵥ x) i‖ ^ 2 =
      ‖((z.re : ℂ) • x - H *ᵥ x) i‖ ^ 2 + z.im ^ 2 * ‖x i‖ ^ 2
        - 2 * z.im * (star (x i) * (H *ᵥ x) i).im := by
    intro i
    simp only [Pi.sub_apply, Pi.smul_apply, smul_eq_mul, Complex.sq_norm,
      Complex.normSq_apply, Complex.sub_re, Complex.sub_im, Complex.mul_re, Complex.mul_im,
      Complex.ofReal_re, Complex.ofReal_im, Complex.star_def, Complex.conj_re,
      Complex.conj_im]
    ring
  simp only [hN, shift_mulVec]
  rw [Finset.sum_congr rfl (fun i _ => hi i), Finset.sum_sub_distrib,
    Finset.sum_add_distrib, ← Finset.mul_sum, ← Finset.mul_sum, h0]
  ring
```

The lower bound discards a square and then compares nonnegative numbers through their squares. It holds for real $z$ too, where it says nothing.

```lean
/-- For Hermitian `H` and any complex `z`, `‖(z - H)x‖ ≥ |Im z| ‖x‖`. -/
theorem lower_bound {H : Matrix n n ℂ} (hH : H.IsHermitian) (z : ℂ) (x : n → ℂ) :
    |z.im| * stateNorm x ≤ stateNorm (shift H z *ᵥ x) := by
  have h : (|z.im| * stateNorm x) ^ 2 ≤ stateNorm (shift H z *ᵥ x) ^ 2 := by
    rw [mul_pow, sq_abs, stateNorm_shift_sq hH z x]
    exact le_add_of_nonneg_left (sq_nonneg _)
  exact (le_abs_self _).trans (abs_le_of_sq_le_sq h (norm_nonneg _))
```

## Invertibility and the resolvent bound

```lean
/-- For Hermitian `H` and `Im z ≠ 0`, the only vector with `(z - H)x = 0` is `x = 0`. -/
theorem eq_zero_of_shift_eq_zero {H : Matrix n n ℂ} (hH : H.IsHermitian) {z : ℂ}
    (hz : z.im ≠ 0) {x : n → ℂ} (hx : shift H z *ᵥ x = 0) : x = 0 := by
  have h := lower_bound hH z x
  have h0 : stateNorm (0 : n → ℂ) = 0 :=
    norm_zero (E := EuclideanSpace ℂ n)
  rw [hx, h0] at h
  have hp : 0 < |z.im| := abs_pos.mpr hz
  have hn : 0 ≤ stateNorm x := norm_nonneg _
  have hx0 : stateNorm x = 0 := by nlinarith
  exact congrArg WithLp.ofLp (norm_eq_zero.mp hx0)
```

Applied to the difference of two vectors with the same image, the trivial kernel gives injectivity, which for a square matrix is equivalent to invertibility.

```lean
/-- For Hermitian `H` and `Im z ≠ 0`, the matrix `z - H` is invertible. -/
theorem isUnit_shift {H : Matrix n n ℂ} (hH : H.IsHermitian) {z : ℂ} (hz : z.im ≠ 0) :
    IsUnit (shift H z) := by
  refine Matrix.mulVec_injective_iff_isUnit.mp ?_
  intro x y hxy
  have hxy' : shift H z *ᵥ x = shift H z *ᵥ y := hxy
  refine sub_eq_zero.mp (eq_zero_of_shift_eq_zero hH hz ?_)
  rw [Matrix.mulVec_sub, hxy', sub_self]
```

Had $H$ been modelled as a bounded self-adjoint operator on an infinite-dimensional Hilbert space, injectivity would not suffice: one would also need the range of $z-H$ to be closed and dense. Both follow from the lower bound, used at $z$ and at $z^*$.

```lean
/-- Resolvent bound: for Hermitian `H` and `Im z ≠ 0`, `‖G(z)y‖ ≤ ‖y‖ / |Im z|`. -/
theorem green_bound {H : Matrix n n ℂ} (hH : H.IsHermitian) {z : ℂ} (hz : z.im ≠ 0)
    (y : n → ℂ) : stateNorm (green H z *ᵥ y) ≤ stateNorm y / |z.im| := by
  have hG : shift H z * green H z = 1 :=
    Matrix.mul_nonsing_inv _ ((Matrix.isUnit_iff_isUnit_det _).mp (isUnit_shift hH hz))
  have h := lower_bound hH z (green H z *ᵥ y)
  rw [Matrix.mulVec_mulVec, hG, Matrix.one_mulVec] at h
  rw [le_div_iff₀ (abs_pos.mpr hz), mul_comm]
  exact h
```

For a finite Hamiltonian matrix in an orthonormal basis, with broadening $z=E+i\eta$ and $\eta>0$, an approximate solution of $(z-H)x=y$ with residual $r$ is therefore in error by at most $\|r\|/\eta$.

## When the bound is attained

The proof names `x` as $G(z)y$. `hP` is the exact identity for it, and `hc` records the commutation that carries the condition from `x` to `y`.

```lean
/-- For Hermitian `H` and `Im z ≠ 0`, the resolvent bound is an equality at `y` exactly when
`H y = (Re z) y`. -/
theorem green_bound_eq_iff {H : Matrix n n ℂ} (hH : H.IsHermitian) {z : ℂ}
    (hz : z.im ≠ 0) (y : n → ℂ) :
    stateNorm (green H z *ᵥ y) = stateNorm y / |z.im| ↔ H *ᵥ y = (z.re : ℂ) • y := by
  have hG : shift H z * green H z = 1 :=
    Matrix.mul_nonsing_inv _ ((Matrix.isUnit_iff_isUnit_det _).mp (isUnit_shift hH hz))
  obtain ⟨x, hxdef⟩ : ∃ x, x = green H z *ᵥ y := ⟨_, rfl⟩
  have hx : shift H z *ᵥ x = y := by
    rw [hxdef, Matrix.mulVec_mulVec, hG, Matrix.one_mulVec]
  have hP := stateNorm_shift_sq hH z x
  -- `z - H` and `Re z - H` commute
  have hc : shift H z *ᵥ (shift H (z.re : ℂ) *ᵥ x) = shift H (z.re : ℂ) *ᵥ y := by
    rw [← hx]
    simp only [shift_mulVec, Matrix.mulVec_sub, Matrix.mulVec_smul]
    module
  rw [hx] at hP
  rw [← hxdef, eq_div_iff (abs_pos.mpr hz).ne']
  constructor
  · intro h
    have hw : stateNorm (shift H (z.re : ℂ) *ᵥ x) ^ 2 = 0 := by
      rw [← h, mul_pow, sq_abs] at hP
      linarith
    have hw0 : shift H (z.re : ℂ) *ᵥ x = 0 :=
      congrArg WithLp.ofLp (norm_eq_zero.mp (pow_eq_zero_iff two_ne_zero |>.mp hw))
    rw [hw0, Matrix.mulVec_zero, shift_mulVec] at hc
    exact (sub_eq_zero.mp hc.symm).symm
  · intro h
    rw [shift_mulVec H (z.re : ℂ) y, h, sub_self] at hc
    have h0 : stateNorm (0 : n → ℂ) = 0 :=
      norm_zero (E := EuclideanSpace ℂ n)
    rw [eq_zero_of_shift_eq_zero hH hz hc, h0] at hP
    refine (sq_eq_sq₀ (mul_nonneg (norm_nonneg _) (abs_nonneg _)) (norm_nonneg _)).mp ?_
    change (stateNorm x * |z.im|) ^ 2 = stateNorm y ^ 2
    rw [mul_pow, sq_abs, hP]
    ring
```

## Comparing two energies

The `calc` block inserts the difference of the shifted matrices between the two resolvents, as in the derivation above.

```lean
/-- Resolvent identity: for Hermitian `H` and nonreal `z`, `w`,
`G(z) - G(w) = (w - z) G(z) G(w)`. -/
theorem green_sub_green {H : Matrix n n ℂ} (hH : H.IsHermitian) {z w : ℂ}
    (hz : z.im ≠ 0) (hw : w.im ≠ 0) :
    green H z - green H w = (w - z) • (green H z * green H w) := by
  have hA : green H z * shift H z = 1 :=
    Matrix.nonsing_inv_mul _ ((Matrix.isUnit_iff_isUnit_det _).mp (isUnit_shift hH hz))
  have hB : shift H w * green H w = 1 :=
    Matrix.mul_nonsing_inv _ ((Matrix.isUnit_iff_isUnit_det _).mp (isUnit_shift hH hw))
  have h : shift H w - shift H z = (w - z) • (1 : Matrix n n ℂ) := by
    simp only [shift]
    module
  calc green H z - green H w = green H z * (shift H w - shift H z) * green H w := by
        rw [mul_sub, sub_mul, mul_assoc, hB, hA, mul_one, one_mul]
    _ = (w - z) • (green H z * green H w) := by
        rw [h, mul_smul_comm, mul_one, smul_mul_assoc]
```

The last proof uses `green_bound` once at $z$ and once at $w$.

```lean
/-- For Hermitian `H` and nonreal `z`, `w`, the change of the resolvent obeys
`‖(G(z) - G(w))y‖ ≤ |z - w| ‖y‖ / (|Im z| |Im w|)`. -/
theorem green_sub_bound {H : Matrix n n ℂ} (hH : H.IsHermitian) {z w : ℂ}
    (hz : z.im ≠ 0) (hw : w.im ≠ 0) (y : n → ℂ) :
    stateNorm ((green H z - green H w) *ᵥ y) ≤
      ‖z - w‖ * stateNorm y / (|z.im| * |w.im|) := by
  have hs : ∀ (c : ℂ) (v : n → ℂ), stateNorm (c • v) = ‖c‖ * stateNorm v :=
    fun c v => norm_smul c (WithLp.toLp 2 v : EuclideanSpace ℂ n)
  rw [green_sub_green hH hz hw, Matrix.smul_mulVec, ← Matrix.mulVec_mulVec, hs,
    norm_sub_rev w z]
  -- apply the resolvent bound once at each energy
  calc ‖z - w‖ * stateNorm (green H z *ᵥ (green H w *ᵥ y))
      ≤ ‖z - w‖ * (stateNorm (green H w *ᵥ y) / |z.im|) := by
        gcongr
        exact green_bound hH hz _
    _ ≤ ‖z - w‖ * (stateNorm y / |w.im| / |z.im|) := by
        gcongr
        exact green_bound hH hw _
    _ = ‖z - w‖ * stateNorm y / (|z.im| * |w.im|) := by ring

end

end HermitianResolventBound
```

```lean
#print axioms HermitianResolventBound.green_bound_eq_iff
#print axioms HermitianResolventBound.green_sub_bound
```

```
'HermitianResolventBound.green_bound_eq_iff' depends on axioms: [propext, Classical.choice, Quot.sound]
'HermitianResolventBound.green_sub_bound' depends on axioms: [propext, Classical.choice, Quot.sound]
```
